# The quartic oscillator's ground state has exactly one normalised polynomial perturbation series, with \(E_1=3/4\) and \(E_2=-21/8\)

For the operator \(Lp=-p''/2+xp'\) on real polynomials, \(y_1=-x^4/4-3x^2/4\) satisfies \(Ly_1=-x^4+3/4\), and the constant \(3/4\) is the first-order ground-state energy of a harmonic oscillator perturbed by \(x^4\), in units \(\hbar=m=\omega=1\). At every higher order, too, the source fixes a constant and, once its value at the origin is set to zero, a polynomial.

```lean
import Mathlib

open Polynomial

namespace AnharmonicOscillatorSeries

noncomputable section

/-- The operator `L p = -p''/2 + x p'` on real polynomials. -/
def oscL : ℝ[X] →ₗ[ℝ] ℝ[X] where
  toFun p := -(C (1 / 2) * derivative (derivative p)) + X * derivative p
  map_add' p q := by simp only [derivative_add]; ring
  map_smul' a p := by
    simp only [smul_eq_C_mul, RingHom.id_apply, derivative_C_mul]; ring

/-- The perturbation equations, order by order, for the oscillator perturbed by a polynomial `V`: `y
n` is the polynomial factor of the wavefunction and `E n` the energy at order `n`. The series starts
from `y 0 = 1` and `E 0 = 1/2`, and every later `y n` vanishes at the origin. -/
structure IsSeries (V : ℝ[X]) (y : ℕ → ℝ[X]) (E : ℕ → ℝ) : Prop where
  zero : y 0 = 1
  energy_zero : E 0 = 1 / 2
  norm : ∀ n, (y (n + 1)).eval 0 = 0
  eqn : ∀ n, oscL (y (n + 1)) =
    -(V * y n) + ∑ k ∈ Finset.range (n + 1), C (E (k + 1)) * y (n - k)

/-- The operator `L` written out in terms of the first two derivatives. -/
theorem oscL_apply (p : ℝ[X]) :
    oscL p = -(C (1 / 2) * derivative (derivative p)) + X * derivative p := rfl

/-- On a Gaussian times a polynomial `p`, the harmonic-oscillator Hamiltonian
`-(1/2) d²/dx² + x²/2` acts as `L + 1/2` on `p`. -/
theorem hamiltonian_gaussian (p : ℝ[X]) (x : ℝ) :
    -(1 / 2) * deriv (deriv fun t : ℝ => Real.exp (-t ^ 2 / 2) * p.eval t) x
      + x ^ 2 / 2 * (Real.exp (-x ^ 2 / 2) * p.eval x)
      = Real.exp (-x ^ 2 / 2) * ((oscL p).eval x + 1 / 2 * p.eval x) := by
  have d : ∀ q : ℝ[X], (deriv fun t : ℝ => Real.exp (-t ^ 2 / 2) * q.eval t) =
      fun t => Real.exp (-t ^ 2 / 2) * (derivative q - X * q).eval t := by
    intro q
    funext t
    have h : HasDerivAt (fun t : ℝ => -t ^ 2 / 2) (-t) t :=
      (((hasDerivAt_pow 2 t).fun_neg).div_const 2).congr_deriv (by norm_num; ring)
    exact ((h.exp.fun_mul (q.hasDerivAt t)).congr_deriv (by
      simp only [eval_sub, eval_mul, eval_X]; ring)).deriv
  rw [d, d]
  simp only [oscL_apply, derivative_sub, derivative_mul, derivative_X, eval_sub, eval_add,
    eval_mul, eval_neg, eval_X, eval_C, eval_one]
  ring

/-- The coefficient of `x^m` in `L p` involves only the coefficients of `x^m` and `x^(m+2)`
in `p`. -/
theorem oscL_coeff (p : ℝ[X]) (m : ℕ) : (oscL p).coeff m =
    m * p.coeff m - ((m : ℝ) + 2) * (m + 1) / 2 * p.coeff (m + 1 + 1) := by
  rw [oscL_apply, coeff_add, coeff_neg, coeff_C_mul, coeff_derivative, coeff_derivative]
  cases m with
  | zero =>
    have h : (X * derivative p).coeff 0 = 0 := by simp
    rw [h]; push_cast; ring
  | succ m => rw [coeff_X_mul, coeff_derivative]; push_cast; ring

/-- The operator `L` does not lower the degree of a polynomial, the zero polynomial being counted as
of degree 0. -/
theorem natDegree_le_oscL (p : ℝ[X]) : p.natDegree ≤ (oscL p).natDegree := by
  by_cases hn : p.natDegree = 0
  · omega
  refine le_natDegree_of_ne_zero ?_
  rw [oscL_coeff, coeff_eq_zero_of_natDegree_lt
    (show p.natDegree < p.natDegree + 1 + 1 by omega), mul_zero, sub_zero]
  exact mul_ne_zero (Nat.cast_ne_zero.mpr hn)
    (leadingCoeff_ne_zero.mpr (by rintro rfl; simp at hn))

/-- If `L p` is a constant and `p` vanishes at the origin, then `p` and the constant are zero. -/
theorem oscL_eq_const {p : ℝ[X]} {c : ℝ} (h : oscL p = C c) (h0 : p.eval 0 = 0) :
    p = 0 ∧ c = 0 := by
  have hd := natDegree_le_oscL p
  rw [h, natDegree_C] at hd
  have hp := eq_C_of_natDegree_eq_zero (Nat.le_zero.mp hd)
  rw [coeff_zero_eq_eval_zero, h0, C_0] at hp
  rw [hp, LinearMap.map_zero] at h
  exact ⟨hp, C_eq_zero.mp h.symm⟩

/-- For every monomial source `x^n` there are a polynomial `p` vanishing at the origin and a
constant `e` with `L p = x^n + e`. -/
theorem exists_monomial : ∀ n : ℕ, ∃ s : ℝ[X] × ℝ,
    s.1.eval 0 = 0 ∧ oscL s.1 = X ^ n + C s.2
  | 0 => ⟨(0, -1), by simp, by simp⟩
  | 1 => ⟨(X, 0), by simp, by simp [oscL_apply]⟩
  | n + 2 => by
    obtain ⟨⟨p, e⟩, h0, hL⟩ := exists_monomial n
    have d2 : derivative (X ^ (n + 2) : ℝ[X]) = C ((n : ℝ) + 2) * X ^ (n + 1) := by
      rw [derivative_X_pow]; simp
    have d1 : derivative (X ^ (n + 1) : ℝ[X]) = C ((n : ℝ) + 1) * X ^ n := by
      rw [derivative_X_pow]; simp
    have hX : oscL (X ^ (n + 2)) = ((n : ℝ) + 2) • X ^ (n + 2)
        - (1 / 2 * (((n : ℝ) + 2) * ((n : ℝ) + 1))) • X ^ n := by
      rw [oscL_apply, d2, derivative_C_mul, d1]
      simp only [smul_eq_C_mul, C_mul]
      ring
    have hn : (n : ℝ) + 2 ≠ 0 := by positivity
    have h1 : 1 / ((n : ℝ) + 2) * ((n : ℝ) + 2) = 1 := by field_simp
    have h2 : 1 / ((n : ℝ) + 2) * (1 / 2 * (((n : ℝ) + 2) * ((n : ℝ) + 1)))
        = ((n : ℝ) + 1) / 2 := by field_simp
    refine ⟨((1 / ((n : ℝ) + 2)) • X ^ (n + 2) + (((n : ℝ) + 1) / 2) • p,
      ((n : ℝ) + 1) / 2 * e), ?_, ?_⟩
    · dsimp only at h0 ⊢
      simp [eval_add, eval_smul, h0]
    · dsimp only at hL ⊢
      rw [LinearMap.map_add, LinearMap.map_smul, LinearMap.map_smul, hL, hX, smul_sub,
        smul_smul, smul_smul, h1, h2, C_mul, ← smul_eq_C_mul]
      module

/-- Every polynomial source `f` becomes solvable for `L` after adding a suitable constant. -/
theorem exists_solution (f : ℝ[X]) : ∃ s : ℝ[X] × ℝ,
    s.1.eval 0 = 0 ∧ oscL s.1 = f + C s.2 := by
  choose g g0 gL using exists_monomial
  refine ⟨(∑ i ∈ Finset.range (f.natDegree + 1), f.coeff i • (g i).1,
    ∑ i ∈ Finset.range (f.natDegree + 1), f.coeff i * (g i).2), ?_, ?_⟩
  · dsimp only
    rw [Polynomial.eval_finsetSum]
    exact Finset.sum_eq_zero fun i _ => by rw [eval_smul, g0, smul_zero]
  · dsimp only
    calc _ = ∑ i ∈ Finset.range (f.natDegree + 1),
          (C (f.coeff i) * X ^ i + C (f.coeff i * (g i).2)) := by
          rw [_root_.map_sum]
          refine Finset.sum_congr rfl fun i _ => ?_
          rw [LinearMap.map_smul, gL, smul_eq_C_mul, C_mul, mul_add]
      _ = _ := by
          rw [Finset.sum_add_distrib, ← f.as_sum_range_C_mul_X_pow, _root_.map_sum]

/-- The order-by-order recursion, given a solver `T` returning a polynomial and an energy. -/
def recSeries (V : ℝ[X]) (T : ℝ[X] → ℝ[X] × ℝ) : ℕ → ℝ[X] × ℝ
  | 0 => (1, 1 / 2)
  | n + 1 => T (-(V * (recSeries V T n).1) +
      ∑ k : Fin n, C (recSeries V T (k.val + 1)).2 * (recSeries V T (n - k.val)).1)
termination_by n => n
decreasing_by all_goals omega

/-- The equation of order `n + 1` with the new energy `E (n + 1)` split off from the sum. -/
theorem IsSeries.eqn' {V : ℝ[X]} {y : ℕ → ℝ[X]} {E : ℕ → ℝ} (h : IsSeries V y E) (n : ℕ) :
    oscL (y (n + 1)) = -(V * y n) + ∑ k ∈ Finset.range n, C (E (k + 1)) * y (n - k)
      + C (E (n + 1)) := by
  rw [h.eqn, Finset.sum_range_succ, Nat.sub_self, h.zero, mul_one, add_assoc]

/-- For every polynomial perturbation the equations of all orders, with `y 0 = 1`, `E 0 = 1/2` and
every later `y n` vanishing at the origin, have exactly one solution, wavefunctions and energies
together. -/
theorem existsUnique_series (V : ℝ[X]) :
    ∃! s : (ℕ → ℝ[X]) × (ℕ → ℝ), IsSeries V s.1 s.2 := by
  choose T T0 TL using exists_solution
  have hz : recSeries V T 0 = (1, 1 / 2) := by rw [recSeries]
  have hs : ∀ n, recSeries V T (n + 1) = T (-(V * (recSeries V T n).1) +
      ∑ k ∈ Finset.range n, C (recSeries V T (k + 1)).2 * (recSeries V T (n - k)).1) := by
    intro n
    rw [recSeries, Finset.sum_range]
  have h : IsSeries V (fun n => (recSeries V T n).1) (fun n => (recSeries V T n).2) := by
    refine ⟨by simp [hz], by simp [hz], fun n => ?_, fun n => ?_⟩
    · rw [hs, T0]
    · rw [Finset.sum_range_succ, Nat.sub_self, hz, mul_one, ← add_assoc, hs, TL]
  refine ⟨(_, _), h, ?_⟩
  rintro ⟨y, E⟩ h'
  dsimp only at h'
  -- the difference of two solutions at each order is killed by `oscL_eq_const`
  have key : ∀ n, y n = (recSeries V T n).1 ∧ E n = (recSeries V T n).2 := by
    intro n
    induction n using Nat.strong_induction_on with
    | _ n ih =>
      cases n with
      | zero => exact ⟨h'.zero.trans h.zero.symm, h'.energy_zero.trans h.energy_zero.symm⟩
      | succ n =>
        have hsum : ∑ k ∈ Finset.range n, C (E (k + 1)) * y (n - k) = ∑ k ∈ Finset.range n,
            C (recSeries V T (k + 1)).2 * (recSeries V T (n - k)).1 := by
          refine Finset.sum_congr rfl fun k hk => ?_
          have hk' := Finset.mem_range.mp hk
          rw [(ih (k + 1) (by omega)).2, (ih (n - k) (by omega)).1]
        have e1 := h'.eqn' n
        have e2 := h.eqn' n
        beta_reduce at e2
        rw [hsum, (ih n (by omega)).1] at e1
        have hd : oscL (y (n + 1) - (recSeries V T (n + 1)).1)
            = C (E (n + 1) - (recSeries V T (n + 1)).2) := by
          rw [LinearMap.map_sub, e1, e2, C_sub]; ring
        have h0 := h.norm n
        beta_reduce at h0
        have r := oscL_eq_const hd (by rw [eval_sub, h'.norm, h0, sub_zero])
        exact ⟨sub_eq_zero.mp r.1, sub_eq_zero.mp r.2⟩
  exact Prod.ext (funext fun n => (key n).1) (funext fun n => (key n).2)

/-- The order-`n` polynomial has degree at most `n` times the degree of the perturbation. -/
theorem natDegree_series_le {V : ℝ[X]} {y : ℕ → ℝ[X]} {E : ℕ → ℝ} (h : IsSeries V y E)
    (n : ℕ) : (y n).natDegree ≤ n * V.natDegree := by
  induction n using Nat.strong_induction_on with
  | _ n ih =>
    cases n with
    | zero => simp [h.zero]
    | succ n =>
      refine (natDegree_le_oscL _).trans ?_
      rw [h.eqn]
      refine natDegree_add_le_of_degree_le ?_ (natDegree_sum_le_of_forall_le _ _ fun k _ => ?_)
      · rw [natDegree_neg]
        have h1 := ih n (by omega)
        have h2 : (V * y n).natDegree ≤ V.natDegree + (y n).natDegree := natDegree_mul_le
        rw [Nat.succ_mul]
        omega
      · exact (natDegree_C_mul_le _ _).trans ((ih (n - k) (by omega)).trans
          (Nat.mul_le_mul_right _ (by omega)))

/-- For the quartic perturbation the coefficient of `x^(4n)` at order `n` is `(-1/4)^n / n!`. -/
theorem quartic_top_coeff {y : ℕ → ℝ[X]} {E : ℕ → ℝ} (h : IsSeries (X ^ 4) y E) (n : ℕ) :
    (y n).coeff (4 * n) = (-1 / 4) ^ n / (n.factorial : ℝ) := by
  have hd : ∀ m, (y m).natDegree ≤ 4 * m := fun m => by
    have := natDegree_series_le h m
    rw [natDegree_X_pow] at this
    omega
  induction n with
  | zero => simp [h.zero]
  | succ n ih =>
    have hs : (∑ k ∈ Finset.range (n + 1), C (E (k + 1)) * y (n - k)).coeff (4 * n + 4) = 0 := by
      rw [Polynomial.finsetSum_coeff]
      refine Finset.sum_eq_zero fun k _ => ?_
      have := hd (n - k)
      rw [coeff_C_mul, coeff_eq_zero_of_natDegree_lt (by omega), mul_zero]
    have c := oscL_coeff (y (n + 1)) (4 * n + 4)
    have hd1 := hd (n + 1)
    rw [h.eqn, coeff_add, coeff_neg, coeff_X_pow_mul, hs, ih,
      coeff_eq_zero_of_natDegree_lt (show (y (n + 1)).natDegree < 4 * n + 4 + 1 + 1 by omega)] at c
    push_cast at c
    have hn : (n : ℝ) + 1 ≠ 0 := by positivity
    have hf : (n.factorial : ℝ) ≠ 0 := Nat.cast_ne_zero.mpr n.factorial_ne_zero
    have hb : (y (n + 1)).coeff (4 * n + 4)
        = -((-1 / 4) ^ n / (n.factorial : ℝ)) / (4 * ((n : ℝ) + 1)) := by
      rw [eq_div_iff (by positivity)]
      linarith
    rw [show 4 * (n + 1) = 4 * n + 4 by ring, hb, Nat.factorial_succ, pow_succ]
    push_cast
    generalize (-1 / 4 : ℝ) ^ n = t
    field_simp

/-- The quartic oscillator has exactly one perturbation series normalised as in `IsSeries`; its
order-`n` polynomial has degree `4n`, and its first two energy coefficients are `3/4` and `-21/8`.
-/
theorem quartic_oscillator :
    (∃! s : (ℕ → ℝ[X]) × (ℕ → ℝ), IsSeries (X ^ 4) s.1 s.2) ∧
    ∀ y E, IsSeries (X ^ 4) y E →
      (∀ n, (y n).natDegree = 4 * n) ∧ E 1 = 3 / 4 ∧ E 2 = -21 / 8 := by
  refine ⟨existsUnique_series _, fun y E h => ?_⟩
  have hd : ∀ n, (y n).natDegree = 4 * n := fun n => by
    refine le_antisymm ?_ (le_natDegree_of_ne_zero ?_)
    · have := natDegree_series_le h n
      rw [natDegree_X_pow] at this
      omega
    · rw [quartic_top_coeff h]
      exact div_ne_zero (pow_ne_zero _ (by norm_num))
        (Nat.cast_ne_zero.mpr n.factorial_ne_zero)
  have e1 : oscL (y 1) = -(X ^ 4) + C (E 1) := by simpa [h.zero] using h.eqn' 0
  have e2 : oscL (y 2) = -(X ^ 4 * y 1) + C (E 1) * y 1 + C (E 2) := by
    simpa using h.eqn' 1
  -- first order: compare the coefficients of 1, x², x⁴
  have c1 : ∀ m : ℕ, -(if m = 4 then (1 : ℝ) else 0) + (if m = 0 then E 1 else 0) =
      m * (y 1).coeff m - ((m : ℝ) + 2) * (m + 1) / 2 * (y 1).coeff (m + 1 + 1) := by
    intro m
    have := oscL_coeff (y 1) m
    rwa [e1, coeff_add, coeff_neg, coeff_X_pow, coeff_C] at this
  have a0 : (y 1).coeff 0 = 0 := by rw [coeff_zero_eq_eval_zero]; exact h.norm 0
  have a6 : (y 1).coeff 6 = 0 := coeff_eq_zero_of_natDegree_lt (by rw [hd]; norm_num)
  have a8 : (y 1).coeff 8 = 0 := coeff_eq_zero_of_natDegree_lt (by rw [hd]; norm_num)
  have p0 := c1 0
  have p2 := c1 2
  have p4 := c1 4
  norm_num at p0 p2 p4
  have hE1 : E 1 = 3 / 4 := by linarith
  -- second order: compare the coefficients of 1, x², x⁴, x⁶, x⁸
  have c2 : ∀ m : ℕ, -(if 4 ≤ m then (y 1).coeff (m - 4) else 0) + 3 / 4 * (y 1).coeff m
      + (if m = 0 then E 2 else 0) =
      m * (y 2).coeff m - ((m : ℝ) + 2) * (m + 1) / 2 * (y 2).coeff (m + 1 + 1) := by
    intro m
    have := oscL_coeff (y 2) m
    rwa [e2, hE1, coeff_add, coeff_add, coeff_neg, coeff_X_pow_mul', coeff_C_mul,
      coeff_C] at this
  have b10 : (y 2).coeff 10 = 0 := coeff_eq_zero_of_natDegree_lt (by rw [hd]; norm_num)
  have q0 := c2 0
  have q2 := c2 2
  have q4 := c2 4
  have q6 := c2 6
  have q8 := c2 8
  norm_num at q0 q2 q4 q6 q8
  exact ⟨hd, hE1, by linarith⟩

end

end AnharmonicOscillatorSeries
```

```lean
#print axioms AnharmonicOscillatorSeries.hamiltonian_gaussian
#print axioms AnharmonicOscillatorSeries.quartic_oscillator
```

```
'AnharmonicOscillatorSeries.hamiltonian_gaussian' depends on axioms: [propext, Classical.choice, Quot.sound]
'AnharmonicOscillatorSeries.quartic_oscillator' depends on axioms: [propext, Classical.choice, Quot.sound]
```

## From the Schrödinger equation to polynomials

Take units with \(\hbar=m=\omega=1\), so that \(H_0=-\tfrac12\,d^2/dx^2+x^2/2\). Differentiating a Gaussian times a polynomial twice gives

\[
H_0\,(e^{-x^2/2}p)=e^{-x^2/2}\,(Lp+\tfrac12 p).
\]

This is `hamiltonian_gaussian`, which ties the algebraic operator `oscL` to the differential Hamiltonian.

Now perturb by \(gV\), with \(V\) a polynomial and \(g\) a formal parameter, and write \(\psi=e^{-x^2/2}\sum_n g^n y_n\) and \(E=\sum_n g^n E_n\), with \(y_0=1\) and \(E_0=1/2\). In \((H_0+gV)\psi=E\psi\), the terms of order \(g^{n+1}\) give

\[
Ly_{n+1}=-Vy_n+\sum_{k=0}^{n}E_{k+1}\,y_{n-k},
\]

because \(\tfrac12y_{n+1}\) cancels against \(E_0y_{n+1}\).

The structure `IsSeries V y E` consists of these equations, the two starting values and the condition \(y_{n+1}(0)=0\). Since the Gaussian equals 1 at the origin, that condition sets \(\psi(0)=1\). It differs from the common choice of making the corrections orthogonal to the unperturbed state, but the energies are the same in both.

The theorem `existsUnique_series` says that for every real polynomial `V` exactly one pair of sequences satisfies `IsSeries`. For \(V=x^4\), `quartic_oscillator` adds that \(y_n\) has degree exactly \(4n\) and gives the first two energies. The parameter \(g\) does not appear in the file: the statements concern coefficients, not convergence of the series or its relation to the true eigenvalue at finite \(g\).

The exact fractions can serve as reference values for a vibrational perturbation program run on this single mode, provided that the program counts the quartic term as a first-order perturbation. Standard second-order vibrational perturbation theory (VPT2) counts it as second order, and so includes the contribution with \(3/4\) but not the one with \(-21/8\).

## Why each order has one solution

On monomials, \(Lx^m=m\,x^m-\tfrac{m(m-1)}2x^{m-2}\). Collecting the coefficient of \(x^m\) in \(Lp\), where \(p_m\) is that of \(p\), gives

\[
(Lp)_m=m\,p_m-\tfrac{(m+2)(m+1)}2\,p_{m+2},
\]

which is `oscL_coeff`. If \(p\) has degree \(d>0\), the coefficient of \(x^d\) in \(Lp\) is \(d\,p_d\ne0\), so \(L\) does not lower the degree (`natDegree_le_oscL`, where the zero polynomial counts as having degree 0). Hence, if \(Lp=c\) is constant, \(p\) is constant. With \(p(0)=0\), both \(p\) and \(c\) vanish; this is `oscL_eq_const`.

Restricting to polynomials matters here. Among all smooth functions, \(Lp=c\) with \(p(0)=0\) has solutions for every \(c\), and the energy would be undetermined.

For existence, suppose \(Lq_n=x^n+e_n\) with \(q_n(0)=0\). Then

\[
q_{n+2}=\frac{x^{n+2}}{n+2}+\frac{n+1}2\,q_n,
\qquad e_{n+2}=\frac{n+1}2\,e_n
\]

solves the problem for \(x^{n+2}\). The starting cases are \(q_0=0,\ e_0=-1\) and \(q_1=x,\ e_1=0\). This is `exists_monomial`; summing over the monomials of an arbitrary source \(f\) gives `exists_solution`.

In the equation for \(y_{n+1}\), the term \(k=n\) is \(E_{n+1}y_0=E_{n+1}\), a bare constant. Everything else on the right is known from lower orders. Once this term is split off, `exists_solution` supplies \(y_{n+1}\) and \(E_{n+1}\) together. For uniqueness, `IsSeries.eqn'` puts the equations of two given solutions in the same split form, and strong induction makes their known terms agree. The difference of their next polynomials is then mapped by \(L\) to a constant and vanishes at the origin, so `oscL_eq_const` makes both the polynomials and the energies equal.

## Degrees and the two energies

Since \(L\) does not lower the degree, \(y_{n+1}\) has degree at most that of its source. Induction gives \(\deg y_n\le n\deg V\), which is `natDegree_series_le`.

For \(V=x^4\), let \(t_n\) be the coefficient of \(x^{4n}\) in \(y_n\). At power \(4n+4\) the energy sum contributes nothing, so \(4(n+1)\,t_{n+1}=-t_n\) and

\[
t_n=\frac{(-1/4)^n}{n!}.
\]

This is nonzero, so the degree is exactly \(4n\).

The first-order equation gives the \(y_1\) of the opening and \(E_1=3/4\). The second-order equation is then

\[
Ly_2=\tfrac14x^8+\tfrac34x^6-\tfrac3{16}x^4-\tfrac9{16}x^2+E_2.
\]

Writing \(b_m\) for the coefficient of \(x^m\) in \(y_2\) and working down from the top:

\[
\begin{aligned}
8b_8&=\tfrac14 &&\Rightarrow& b_8&=\tfrac1{32},\\
6b_6-28b_8&=\tfrac34 &&\Rightarrow& b_6&=\tfrac{13}{48},\\
4b_4-15b_6&=-\tfrac3{16} &&\Rightarrow& b_4&=\tfrac{31}{32},\\
2b_2-6b_4&=-\tfrac9{16} &&\Rightarrow& b_2&=\tfrac{21}8.
\end{aligned}
\]

The constant term reads \(E_2=-b_2=-21/8\). In Lean, `c1` and `c2` state these comparisons for general `m`. They are evaluated at the even powers needed, and `linarith` solves the resulting linear equations.

## A recursion that reaches back beyond the preceding order

The existence proof turns on `recSeries`, which at order `n + 1` with `n ≥ 2` calls itself at every order from 1 to `n` and not only at the preceding one. Lean accepts such a definition once each call is shown to have a smaller argument. At order `n + 1` the calls are at `n`, `k + 1` and `n - k`, and the second is smaller only if `k < n`.

The sum therefore runs over `k : Fin n`, a type whose elements carry the bound `k < n` with them, and `omega` can verify the decrease. Inside the existence proof, `Finset.sum_range` identifies this sum with one over `Finset.range n`, the form used in `IsSeries.eqn'`. The solver `T` is an argument of the definition; `choose` extracts it from `exists_solution`.
